# In a hard-wall well, a state's roughness couplings at the two walls differ by its mean potential gradient

A state's roughness coupling to a wall is its first-order energy shift per unit displacement of that wall into the well. Suppose a quantum well sits in a uniform field, and these couplings are estimated with the sine states of the flat well. Each state then couples equally strongly to both walls, however large the field is. This is wrong by a definite amount: for a normalised state between hard walls in the potential V = Fx, the couplings at the two walls differ by exactly F. The estimate misses the whole difference.

## Force balance between two walls

Let an electron move between hard walls at x = 0 and x = L in a real potential V with a continuous derivative V'. The constant c stands for ħ²/(2m*), with the same effective mass m* throughout the well. Take two real states φ and ψ, with energies E₁ and E₂, that vanish at both walls and satisfy

−c φ'' + V φ = E₁ φ

−c ψ'' + V ψ = E₂ ψ.

Their roughness coupling at a wall is c φ'ψ', evaluated there. It comes from a finite barrier of height U, in which the effective mass is taken to be m* as well. Where the barrier starts, each wavefunction has magnitude of about |slope|/κ, with κ² ≈ U/c. The product U φψ, which is the matrix element per unit displacement of the wall into the well, therefore approaches c φ'ψ' as U grows.

To compare the two walls, differentiate

G = c φ'ψ' − (V − E₂) φψ.

The product rule gives

G' = c φ''ψ' + c φ'ψ'' − V'φψ − (V − E₂)(φ'ψ + φψ').

The Schrödinger equations supply c φ'' = (V − E₁)φ and c ψ'' = (V − E₂)ψ. After substitution the terms in φ'ψ cancel, and the terms in φψ' leave an energy difference:

G' = (E₂ − E₁) φψ' − V'φψ.

Now integrate from 0 to L. At the walls φψ = 0, so G reduces to the coupling there, and a change of sign gives

c φ'(0)ψ'(0) − c φ'(L)ψ'(L) = ∫V'φψ dx + (E₁ − E₂) ∫φψ' dx.

For a single state, φ = ψ and the last term disappears:

c (ψ'(0)² − ψ'(L)²) = ∫V'ψ² dx.

If ψ is normalised, the right side is the mean potential gradient. For V = Fx it is F.

**Both walls are needed.** Take c = 1, L = 1, V = 0 and ψ = sin(πx/2). This solves the equation with E = π²/4 and vanishes at 0, but ψ(1) = 1. The left side of the single-state identity is π²/4 and the right side is 0. The missing amount is the boundary term E ψ(1)², which the second wall would have removed.

## The flat well and its sixth power

For V = 0 the states are s_n = √(2/L) sin(nπx/L), with energies c(nπ/L)². The slope of s_n is √(2/L)(nπ/L) at x = 0 and (−1)ⁿ times that at x = L. The coupling of s_m and s_n at L is therefore

(−1)^(m+n) 2c m n π²/L³,

and its square is 4c²m²n²π⁴/L⁶. Halving the width multiplies the squared coupling by 64. In a Born-approximation estimate of roughness-limited mobility, for non-interacting electrons in a flat hard-wall well, this square is the factor that makes thin wells so sensitive to their interfaces.

For m = n the coupling is 2c n²π²/L³, which is also −dE_n/dL, as differentiating E_n = c n²π²/L² shows; the Lean development contains the coupling formula but not this derivative.

Here is an instance with numbers. Let c = L = 1, m = 1 and n = 2. The couplings are 4π² at x = 0 and −4π² at x = L, so they differ by 8π². The energy difference is π² − 4π² = −3π². With V' = 0 the two-state identity reads 8π² = −3π² ∫s₁s₂' dx, so the integral is −8/3. Direct integration agrees:

∫s₁s₂' dx = 4π ∫sin(πx) cos(2πx) dx = 2π (2/(3π) − 2/π) = −8/3.

## States and couplings in Lean

The development opens with Mathlib and a namespace.

```lean
import Mathlib

open Set
open scoped Real

namespace HardWallRoughness

noncomputable section
```

A state is described by two functions, the wavefunction `ψ` and its slope `dψ`, together with the parameters `c`, `L`, `E` and `V`.

```lean
/-- A real state `ψ` with slope `dψ` and energy `E` between hard walls at `0` and `L`:
it obeys `-c ψ'' + V ψ = E ψ` inside, vanishes at both walls, and `ψ` and its slope are
continuous up to the walls. -/
structure HardWallState (c L E : ℝ) (V ψ dψ : ℝ → ℝ) : Prop where
  cont : ContinuousOn ψ (Icc 0 L)
  cont_slope : ContinuousOn dψ (Icc 0 L)
  slope : ∀ x ∈ Ioo 0 L, HasDerivAt ψ (dψ x) x
  schrodinger : ∀ x ∈ Ioo 0 L, ∃ d2 : ℝ, HasDerivAt dψ d2 x ∧ -c * d2 + V x * ψ x = E * ψ x
  left : ψ 0 = 0
  right : ψ L = 0
```

`Icc 0 L` is the closed well and `Ioo 0 L` its interior. The field `slope` says that `dψ` is the derivative of `ψ` inside, and `schrodinger` says that a second derivative `d2` exists at each interior point and satisfies the equation. For L > 0, because `dψ` is continuous up to the walls, `dψ 0` and `dψ L` are the limits of the interior slopes. Nothing is required of the wavefunction outside the well.

The structure does not require normalisation, and it admits the zero function. Nor does it restrict the signs of `c` and `L`, although the physical reading needs both to be positive. It describes one coordinate and one particle; motion along the interface, the statistics of the roughness and screening are all absent.

```lean
/-- The roughness coupling `c φ'(x) ψ'(x)` of two states with slopes `dφ` and `dψ`,
to be evaluated at a wall position `x`. -/
def wallCoupling (c : ℝ) (dφ dψ : ℝ → ℝ) (x : ℝ) : ℝ := c * dφ x * dψ x
```

`wallCoupling` is defined at any `x`, but it has its physical meaning only at 0 and L. The barrier argument above motivates this definition, which the development takes as its starting point.

## The derivative of G

The first theorem is the formula for G' at one interior point. Here `dV x` is V'(x).

```lean
/-- Local force balance: inside the well, for two states in the same differentiable potential,
`c φ' ψ' - (V - E₂) φ ψ` has the derivative `(E₂ - E₁) φ ψ' - V' φ ψ`. -/
theorem local_force_balance {c L E₁ E₂ : ℝ} {V dV φ dφ ψ dψ : ℝ → ℝ}
    (hφ : HardWallState c L E₁ V φ dφ) (hψ : HardWallState c L E₂ V ψ dψ)
    {x : ℝ} (hx : x ∈ Ioo 0 L) (hV : HasDerivAt V (dV x) x) :
    HasDerivAt (fun y => wallCoupling c dφ dψ y - (V y - E₂) * (φ y * ψ y))
      ((E₂ - E₁) * (φ x * dψ x) - dV x * (φ x * ψ x)) x := by
  obtain ⟨a, ha, ea⟩ := hφ.schrodinger x hx
  obtain ⟨b, hb, eb⟩ := hψ.schrodinger x hx
  have h := ((ha.const_mul c).fun_mul hb).fun_sub
    ((hV.sub_const E₂).fun_mul ((hφ.slope x hx).fun_mul (hψ.slope x hx)))
  unfold wallCoupling
  refine h.congr_deriv ?_
  -- the two Schrödinger equations remove the second derivatives
  linear_combination (-dψ x) * ea - dφ x * eb
```

The proof extracts the second derivatives of φ and ψ as `a` and `b`, with their Schrödinger equations `ea` and `eb`. The term `h` is the product rule applied to G. What remains is to show that the resulting expression equals the claimed derivative. The `linear_combination` line does this by adding −ψ' times the first equation and −φ' times the second, which is the substitution for φ'' and ψ'' made by hand.

## Integration across the well

The two-state identity follows for any width L > 0. The hypotheses on the potential are that `V` and `dV` are continuous on the closed well and that `dV` is the derivative of `V` in the interior. A band-offset step inside the well is thereby excluded.

```lean
/-- Roughness coupling, for `L > 0`, between two hard-wall states in a continuously differentiable
potential: the difference of the couplings at the two walls is the matrix element of `V'` plus the
energy difference times the matrix element of `d/dx`. -/
theorem wallCoupling_difference {c L E₁ E₂ : ℝ} {V dV φ dφ ψ dψ : ℝ → ℝ} (hL : 0 < L)
    (hVc : ContinuousOn V (Icc 0 L)) (hV : ∀ x ∈ Ioo 0 L, HasDerivAt V (dV x) x)
    (hdV : ContinuousOn dV (Icc 0 L))
    (hφ : HardWallState c L E₁ V φ dφ) (hψ : HardWallState c L E₂ V ψ dψ) :
    wallCoupling c dφ dψ 0 - wallCoupling c dφ dψ L =
      (∫ x in (0 : ℝ)..L, dV x * (φ x * ψ x)) +
        (E₁ - E₂) * ∫ x in (0 : ℝ)..L, φ x * dψ x := by
  have i1 : IntervalIntegrable (fun x => dV x * (φ x * ψ x)) MeasureTheory.volume 0 L :=
    ContinuousOn.intervalIntegrable_of_Icc hL.le (hdV.mul (hφ.cont.mul hψ.cont))
  have i2 : IntervalIntegrable (fun x => φ x * dψ x) MeasureTheory.volume 0 L :=
    ContinuousOn.intervalIntegrable_of_Icc hL.le (hφ.cont.mul hψ.cont_slope)
  have hG : ContinuousOn
      (fun y => wallCoupling c dφ dψ y - (V y - E₂) * (φ y * ψ y)) (Icc 0 L) :=
    ((continuousOn_const.mul hφ.cont_slope).mul hψ.cont_slope).sub
      ((hVc.sub continuousOn_const).mul (hφ.cont.mul hψ.cont))
  -- integrate the local balance across the well
  have key := intervalIntegral.integral_eq_sub_of_hasDerivAt_of_le hL.le hG
    (fun x hx => local_force_balance hφ hψ hx (hV x hx))
    ((i2.const_mul (E₂ - E₁)).sub i1)
  rw [intervalIntegral.integral_sub (i2.const_mul _) i1,
    intervalIntegral.integral_const_mul] at key
  -- the potential term vanishes at both walls
  simp only [hφ.left, hφ.right, mul_zero, zero_mul, sub_zero] at key
  linear_combination key
```

`i1` and `i2` establish that the two integrands are integrable, and `hG` that G is continuous up to the walls. The version of the fundamental theorem of calculus used for `key` needs the derivative only in the interior, which is where the Schrödinger equation is available. The `simp only` step inserts the zeros of φ at the walls, which is enough to remove φψ there, and the last line rearranges the signs.

## One state, then a uniform field

Using the same state twice makes the energy difference zero.

```lean
/-- Average-field identity: for `L > 0` and a hard-wall state `ψ` in a continuously differentiable
potential, `c (ψ'(0)² - ψ'(L)²)` equals the integral of `V' ψ²` over the well. -/
theorem average_field {c L E : ℝ} {V dV ψ dψ : ℝ → ℝ} (hL : 0 < L)
    (hVc : ContinuousOn V (Icc 0 L)) (hV : ∀ x ∈ Ioo 0 L, HasDerivAt V (dV x) x)
    (hdV : ContinuousOn dV (Icc 0 L)) (hψ : HardWallState c L E V ψ dψ) :
    c * (dψ 0 ^ 2 - dψ L ^ 2) = ∫ x in (0 : ℝ)..L, dV x * ψ x ^ 2 := by
  have h := wallCoupling_difference hL hVc hV hdV hψ hψ
  simp only [wallCoupling, sub_self, zero_mul, add_zero, ← pow_two] at h
  linear_combination h
```

This theorem holds for unnormalised states too, since both sides scale with the square of the wavefunction. A numerical solver for a single particle in a smooth hard-wall well can use it to test computed wall slopes against an integral over the interior.

Normalisation enters as the hypothesis `hn` in the next theorem, where V = Fx and `dV` is the constant `F`.

```lean
/-- For `L > 0` and a normalised state in the linear potential `V = F x` between hard walls at `0`
and `L`, `c (ψ'(0)² - ψ'(L)²)` is exactly `F`. -/
theorem uniform_field {c L E F : ℝ} {ψ dψ : ℝ → ℝ} (hL : 0 < L)
    (hψ : HardWallState c L E (fun x => F * x) ψ dψ)
    (hn : ∫ x in (0 : ℝ)..L, ψ x ^ 2 = 1) :
    c * (dψ 0 ^ 2 - dψ L ^ 2) = F := by
  have h := average_field (dV := fun _ => F) hL
    (continuous_const.mul continuous_id).continuousOn
    (fun x _ => ((hasDerivAt_id' x).const_mul F).congr_deriv (mul_one F))
    continuousOn_const hψ
  simp only [intervalIntegral.integral_const_mul, hn, mul_one] at h
  exact h
```

The constant comes out of the integral, and `hn` replaces what is left by 1. The sign convention is that F is the gradient of the potential energy, so the force on the electron is −F. For positive F and c, the slope is larger in magnitude at x = 0, the side of lower potential energy.

## The sine states meet the conditions

The flat-well states and their slopes are written out explicitly.

```lean
/-- The sine state `√(2/L) sin(nπx/L)` of the infinite well, for width `L > 0`. -/
def wellState (L : ℝ) (n : ℕ) : ℝ → ℝ :=
  fun x => Real.sqrt (2 / L) * Real.sin (n * π / L * x)

/-- The function `√(2/L) (nπ/L) cos(nπx/L)`, the slope of the sine state, for `L > 0`. -/
def wellSlope (L : ℝ) (n : ℕ) : ℝ → ℝ :=
  fun x => Real.sqrt (2 / L) * (n * π / L) * Real.cos (n * π / L * x)
```

The index `n` is a natural number, so it may be 0. In that case `wellState` is the zero function, and the statements below remain true without describing a physical state. For n ≥ 1 the prefactor √(2/L) is the usual normalisation.

```lean
/-- For `L > 0` the sine states solve the hard-wall problem with `V = 0` and energy
`c (nπ/L)²`. -/
theorem wellState_hardWall_witness (c : ℝ) {L : ℝ} (hL : 0 < L) (n : ℕ) :
    HardWallState c L (c * (n * π / L) ^ 2) (fun _ => 0) (wellState L n) (wellSlope L n) := by
  have hlin : ∀ x : ℝ, HasDerivAt (fun y : ℝ => n * π / L * y) (n * π / L) x :=
    fun x => ((hasDerivAt_id' x).const_mul (n * π / L)).congr_deriv (mul_one _)
  have hk : (n : ℝ) * π / L * L = n * π := div_mul_cancel₀ _ hL.ne'
  refine ⟨?_, ?_, ?_, ?_, ?_, ?_⟩
  · have h : Continuous (wellState L n) := by
      unfold wellState
      fun_prop
    exact h.continuousOn
  · have h : Continuous (wellSlope L n) := by
      unfold wellSlope
      fun_prop
    exact h.continuousOn
  · intro x _
    refine ((hlin x).sin.const_mul (Real.sqrt (2 / L))).congr_deriv ?_
    simp only [wellSlope]
    ring
  · intro x _
    refine ⟨-(n * π / L) ^ 2 * wellState L n x, ?_, ?_⟩
    · refine ((hlin x).cos.const_mul (Real.sqrt (2 / L) * (n * π / L))).congr_deriv ?_
      simp only [wellState]
      ring
    · show -c * _ + 0 * _ = _
      ring
  · simp [wellState]
  · simp only [wellState, hk, Real.sin_nat_mul_pi, mul_zero]
```

The proof checks the six fields of `HardWallState` in order: two continuity statements, the first derivative, the second derivative with the Schrödinger equation, and the two wall values. The second derivative is −(nπ/L)² times the state, which fixes the energy. At the right wall, `hk` turns the argument of the sine into nπ, where the sine vanishes.

## The couplings and their squares

The coupling at x = L follows from the cosine values (−1)^m and (−1)^n.

```lean
/-- For `L > 0` the roughness coupling of the sine states `m` and `n` at the wall `x = L` is
`(-1)^(m+n) 2c m n π²/L³`. -/
theorem well_coupling (c : ℝ) {L : ℝ} (hL : 0 < L) (m n : ℕ) :
    wallCoupling c (wellSlope L m) (wellSlope L n) L =
      (-1) ^ (m + n) * (2 * c * m * n * π ^ 2 / L ^ 3) := by
  have hs : Real.sqrt (2 / L) ^ 2 = 2 / L := Real.sq_sqrt (by positivity)
  have hk : ∀ j : ℕ, (j : ℝ) * π / L * L = j * π := fun j => div_mul_cancel₀ _ hL.ne'
  simp only [wallCoupling, wellSlope, hk, Real.cos_nat_mul_pi]
  rw [pow_add (-1 : ℝ) m n]
  linear_combination (c * (m * π / L) * (n * π / L) * ((-1) ^ m * (-1) ^ n)) * hs
```

The only other ingredient is `hs`, which replaces the square of √(2/L) by 2/L. Together with the two factors of 1/L from the slopes, this produces L³ in the denominator.

```lean
/-- Sixth-power law: for `L > 0` the squared roughness coupling of the sine states `m` and `n`
at the wall `x = L` is `4c² m² n² π⁴/L⁶`. -/
theorem well_coupling_sq (c : ℝ) {L : ℝ} (hL : 0 < L) (m n : ℕ) :
    wallCoupling c (wellSlope L m) (wellSlope L n) L ^ 2 =
      4 * c ^ 2 * m ^ 2 * n ^ 2 * π ^ 4 / L ^ 6 := by
  have h1 : ((-1 : ℝ) ^ (m + n)) ^ 2 = 1 := by
    rw [← pow_mul, mul_comm, pow_mul]
    norm_num
  rw [well_coupling c hL, mul_pow, h1]
  ring
```

Squaring removes the sign, as `h1` records, and leaves the sixth power of L. The law belongs to the flat well with fixed `m` and `n`; a strong field changes the states and with them the dependence on width.

## A matrix element read off from the walls

In the flat well V' = 0, so the two-state identity connects the wall couplings directly to the matrix element of d/dx.

```lean
/-- The matrix element of `d/dx` between the sine states `m` and `n`, for `L > 0`: multiplied by
`m² - n²` it equals `2mn (1 - (-1)^(m+n))/L`. -/
theorem well_gradient_element {L : ℝ} (hL : 0 < L) (m n : ℕ) :
    ((m : ℝ) ^ 2 - n ^ 2) * ∫ x in (0 : ℝ)..L, wellState L m x * wellSlope L n x =
      2 * m * n * (1 - (-1) ^ (m + n)) / L := by
  have hs : Real.sqrt (2 / L) ^ 2 = 2 / L := Real.sq_sqrt (by positivity)
  have h0 : wallCoupling 1 (wellSlope L m) (wellSlope L n) 0 =
      2 * m * n * π ^ 2 / L ^ 3 := by
    simp only [wallCoupling, wellSlope, mul_zero, Real.cos_zero, mul_one]
    linear_combination (m * π / L * (n * π / L)) * hs
  -- with no field, the wall couplings alone fix the matrix element
  have h := wallCoupling_difference (dV := fun _ => (0 : ℝ)) hL continuousOn_const
    (fun x _ => hasDerivAt_const x (0 : ℝ)) continuousOn_const
    (wellState_hardWall_witness 1 hL m) (wellState_hardWall_witness 1 hL n)
  rw [h0, well_coupling 1 hL] at h
  simp only [zero_mul, intervalIntegral.integral_zero, zero_add] at h
  have hne : π ^ 2 / L ^ 2 ≠ 0 := by positivity
  apply mul_left_cancel₀ hne
  linear_combination -h

end

end HardWallRoughness
```

`h0` gives the coupling at x = 0, and `well_coupling` gives the one at x = L, both with c = 1. The general theorem then states that their difference is (π²/L²)(m² − n²) times the integral, and the proof cancels the nonzero factor π²/L². For m ≠ n, dividing by m² − n² yields the matrix element. It is zero when m + n is even, and for m = 1, n = 2, L = 1 it is the −8/3 found above. For m = n both sides of the theorem are zero and it says nothing about the integral, which vanishes anyway because ψψ' is the derivative of ψ²/2 and ψ is zero at both walls.

```lean
#print axioms HardWallRoughness.wallCoupling_difference
#print axioms HardWallRoughness.uniform_field
#print axioms HardWallRoughness.well_coupling_sq
#print axioms HardWallRoughness.well_gradient_element
```

```
'HardWallRoughness.wallCoupling_difference' depends on axioms: [propext, Classical.choice, Quot.sound]
'HardWallRoughness.uniform_field' depends on axioms: [propext, Classical.choice, Quot.sound]
'HardWallRoughness.well_coupling_sq' depends on axioms: [propext, Classical.choice, Quot.sound]
'HardWallRoughness.well_gradient_element' depends on axioms: [propext, Classical.choice, Quot.sound]
```
